# A normalised two-orbital singlet whose spin-summed one-particle density matrix is the identity at every angle of orbital rotation

The theorem `antiPair_density` concerns two electrons in two orthonormal real orbitals, in the state whose coefficient matrix, indexed by the spin-up and the spin-down electron's orbital, is diag(1, −1)/√2. It states that this matrix is symmetric, which makes the state a singlet, that the state has norm one, and that its spin-summed one-particle density matrix, whose trace is the electron number two, is the identity after the orbitals are rotated by any real angle θ. No Hamiltonian enters. The attempt computes the density matrix entry by entry in the original orbitals, then gets the norm from its trace and the rotated case from the orthogonality of the rotation.

The first attempt, which Lean rejects:

```lean
import Mathlib

open Matrix

namespace TwoElectronSeniority

noncomputable section

variable {n : Type*} [Fintype n] [DecidableEq n]

/-- The coefficient matrix, or a one-particle matrix, expressed in the real orbitals
given by the columns of `U`. -/
def rotate (A U : Matrix n n ℝ) : Matrix n n ℝ := Uᵀ * A * U

/-- The spin-summed one-particle density matrix of the two-electron state with coefficient
`C p q` for spin up in orbital `p` and spin down in orbital `q`. -/
def density (C : Matrix n n ℝ) : Matrix n n ℝ := C * Cᵀ + Cᵀ * C

/-- The squared norm of the two-electron state, which is the squared Frobenius norm of `C`. -/
def normSquared (C : Matrix n n ℝ) : ℝ := ∑ p, ∑ q, C p q ^ 2

omit [DecidableEq n] in
/-- The trace of the density matrix is twice the squared norm of the state. -/
theorem trace_density (C : Matrix n n ℝ) : (density C).trace = 2 * normSquared C := by
  have h : (C * Cᵀ).trace = normSquared C := by
    simp only [Matrix.trace, Matrix.diag_apply, Matrix.mul_apply, Matrix.transpose_apply,
      normSquared, pow_two]
  rw [density, Matrix.trace_add, Matrix.trace_mul_comm Cᵀ C, h]
  ring

/-- Under an orthogonal orbital rotation the density matrix of the rotated state is the
rotated density matrix. -/
theorem density_rotate (C U : Matrix n n ℝ) (hU : Uᵀ * U = 1) :
    density (rotate C U) = rotate (density C) U := by
  have hU' : U * Uᵀ = 1 := mul_eq_one_comm.mp hU
  have hmul (A B : Matrix n n ℝ) :
      (Uᵀ * A * U) * (Uᵀ * B * U) = Uᵀ * (A * B) * U := by
    calc (Uᵀ * A * U) * (Uᵀ * B * U) = Uᵀ * A * (U * Uᵀ) * B * U := by noncomm_ring
      _ = Uᵀ * (A * B) * U := by rw [hU']; noncomm_ring
  have ht : (Uᵀ * C * U)ᵀ = Uᵀ * Cᵀ * U := by
    simp only [Matrix.transpose_mul, Matrix.transpose_transpose, Matrix.mul_assoc]
  simp only [density, rotate]
  rw [ht, hmul, hmul]
  noncomm_ring

/-- The two-orbital singlet with coefficient matrix `diag(1, -1) / √2`. -/
def antiPair : Matrix (Fin 2) (Fin 2) ℝ := !![1 / √2, 0; 0, -1 / √2]

/-- The rotation of two real orbitals by the angle `θ`. -/
def rotation (θ : ℝ) : Matrix (Fin 2) (Fin 2) ℝ :=
  !![Real.cos θ, -Real.sin θ; Real.sin θ, Real.cos θ]

/-- The state `diag(1, -1) / √2` is a normalised singlet, and its density matrix is the
identity in every rotated orbital basis. -/
theorem antiPair_density (θ : ℝ) :
    antiPair.IsSymm ∧ normSquared antiPair = 1 ∧
      density (rotate antiPair (rotation θ)) = 1 := by
  have h2 : (√2 : ℝ)⁻¹ * (√2)⁻¹ = 1 / 2 := by
    rw [← mul_inv, Real.mul_self_sqrt (by norm_num)]
    norm_num
  have hd : density antiPair = 1 := by
    ext i j
    fin_cases i <;> fin_cases j <;>
      simp [density, antiPair, Matrix.mul_apply, Fin.sum_univ_two, neg_div] <;>
      linarith [h2]
  have hR : (rotation θ)ᵀ * rotation θ = 1 := by
    ext i j
    fin_cases i <;> fin_cases j <;>
      simp [rotation, Matrix.mul_apply, Fin.sum_univ_two] <;>
      linarith [Real.sin_sq_add_cos_sq θ]
  refine ⟨?_, ?_, ?_⟩
  · change antiPairᵀ = antiPair
    ext i j
    fin_cases i <;> fin_cases j <;> simp [antiPair]
  · have h := trace_density antiPair
    rw [hd, Matrix.trace_one, Fintype.card_fin] at h
    push_cast at h
    linarith
  · rw [density_rotate _ _ hR, hd, rotate, mul_one, hR]

end

end TwoElectronSeniority
```

The error:

```
Main.lean:65:6: error: linarith failed to find a contradiction
case «0».«0».h1
θ : ℝ
h2 : (√2)⁻¹ * (√2)⁻¹ = 1 / 2
a✝ : (![(√2)⁻¹, 0] ᵥ* !![(√2)⁻¹, 0; 0, -(√2)⁻¹]ᵀ) 0 + (√2)⁻¹ * (√2)⁻¹ < 1
⊢ False
failed
Main.lean:65:6: error: linarith failed to find a contradiction
case «0».«1».h1
θ : ℝ
h2 : (√2)⁻¹ * (√2)⁻¹ = 1 / 2
a✝ : (![(√2)⁻¹, 0] ᵥ* !![(√2)⁻¹, 0; 0, -(√2)⁻¹]ᵀ) 1 < 0
⊢ False
failed
Main.lean:65:6: error: linarith failed to find a contradiction
case «1».«0».h1
θ : ℝ
h2 : (√2)⁻¹ * (√2)⁻¹ = 1 / 2
a✝ : (![0, -(√2)⁻¹] ᵥ* !![(√2)⁻¹, 0; 0, -(√2)⁻¹]ᵀ) 0 < 0
⊢ False
failed
Main.lean:65:6: error: linarith failed to find a contradiction
case «1».«1».h1
θ : ℝ
h2 : (√2)⁻¹ * (√2)⁻¹ = 1 / 2
a✝ : (![0, -(√2)⁻¹] ᵥ* !![(√2)⁻¹, 0; 0, -(√2)⁻¹]ᵀ) 1 + (√2)⁻¹ * (√2)⁻¹ < 1
⊢ False
failed
```

As a diff, the version that Lean accepts:

```diff
@@ -59,9 +59,12 @@
     rw [← mul_inv, Real.mul_self_sqrt (by norm_num)]
     norm_num
+  have ht : antiPairᵀ = antiPair := by
+    ext i j
+    fin_cases i <;> fin_cases j <;> simp [antiPair]
   have hd : density antiPair = 1 := by
+    rw [density, ht]
     ext i j
-    fin_cases i <;> fin_cases j <;>
-      simp [density, antiPair, Matrix.mul_apply, Fin.sum_univ_two, neg_div] <;>
-      linarith [h2]
+    simp only [Matrix.add_apply, Matrix.mul_apply, Fin.sum_univ_two]
+    fin_cases i <;> fin_cases j <;> simp [antiPair, neg_div] <;> linarith [h2]
   have hR : (rotation θ)ᵀ * rotation θ = 1 := by
     ext i j
@@ -70,7 +73,5 @@
       linarith [Real.sin_sq_add_cos_sq θ]
   refine ⟨?_, ?_, ?_⟩
-  · change antiPairᵀ = antiPair
-    ext i j
-    fin_cases i <;> fin_cases j <;> simp [antiPair]
+  · exact ht
   · have h := trace_density antiPair
     rw [hd, Matrix.trace_one, Fintype.card_fin] at h
```

Diagnosis. All four errors come from the entrywise proof of `hd`, one for each entry. There `simp` unfolds `antiPair` and expands the products in the same call. In `C * Cᵀ` the left factor is then an explicit matrix, and `simp` rewrites the product row by row into vector-matrix products, written `ᵥ*`, before `Matrix.mul_apply` can turn the entry into a sum. These stay unevaluated against the transposed matrix. `linarith` treats each as an unknown number, about which `h2` says nothing. The other product, `Cᵀ * C`, did expand, and on the diagonal it leaves the visible `(√2)⁻¹ * (√2)⁻¹`.

The repair first proves `ht`, that `antiPair` equals its transpose, and rewrites with it, so that no transpose remains. `simp only` then expands the entries into sums while `antiPair` is still folded, so the row-by-row rewriting has no explicit matrix to act on. Only afterwards does `simp` put in the numbers, leaving at most arithmetic that `linarith` can finish with `h2`. Using `ht` again for the symmetry claim is mere tidying.
